# The pairing energy of a uniform BCS product state

The theorem `energy_bcs` concerns `M` pair levels, each filled with amplitude `v` and empty with amplitude `u`, where |u|² + |v|² = 1, so that the product state is normalised. The Hamiltonian is -G B†B alone, with no single-particle energies and with B the sum of the hard-core pair annihilators. The energy is then -G (M|v|² + M(M - 1)|u|²|v|²). The proof uses that the amplitudes depend only on the number of pairs, groups the sum over sets of filled levels by that number, and evaluates it with the first two factorial moments of the binomial distribution, taken from Mathlib's Bernstein polynomials.

This version doesn't compile in Lean 4 with Mathlib:

```lean
import Mathlib

open ComplexConjugate

namespace EnergyBcs

noncomputable section

variable {M : ℕ}

/-- A state of `M` pair levels: an amplitude for each set of filled levels. -/
abbrev State (M : ℕ) := Finset (Fin M) → ℂ

/-- The operator `B`, the sum of the hard-core pair annihilators: the amplitude of `s` in `B ψ`
collects the amplitudes of `s` with one more level filled. -/
def lower (ψ : State M) : State M := fun s => ∑ k ∈ sᶜ, ψ (insert k s)

/-- The operator `B†`, the sum of the hard-core pair creators. -/
def raise (ψ : State M) : State M := fun s => ∑ k ∈ s, ψ (s.erase k)

/-- The pairing Hamiltonian `H = -G B†B`. -/
def hamiltonian (G : ℝ) (ψ : State M) : State M := fun s => -(G : ℂ) * raise (lower ψ) s

/-- The inner product `⟨φ|ψ⟩`. -/
def braket (φ ψ : State M) : ℂ := ∑ s, conj (φ s) * ψ s

/-- The real part of `⟨ψ|H ψ⟩`, which is the energy of a normalized state. -/
def energy (G : ℝ) (ψ : State M) : ℝ := (braket ψ (hamiltonian G ψ)).re

/-- The uniform BCS product state: each level is filled with amplitude `v`, empty with `u`. -/
def bcs (M : ℕ) (u v : ℂ) : State M := fun s => (∏ _k ∈ s, v) * ∏ _k ∈ sᶜ, u

/-- On amplitudes that depend only on the number `n` of pairs, `B†B` multiplies by
`n (M - n + 1)`. -/
theorem raise_lower_symmetric (f : ℕ → ℂ) (s : Finset (Fin M)) :
    raise (lower (fun t => f t.card)) s = s.card * (M - s.card + 1) * f s.card := by
  have hl : ∀ k ∈ s, lower (fun t => f t.card) (s.erase k)
      = ((M : ℂ) - s.card + 1) * f s.card := by
    intro k hk
    have h1 := Finset.card_erase_add_one hk
    have h2 := Finset.card_add_card_compl (s.erase k)
    rw [Fintype.card_fin] at h2
    have h1' : ((s.erase k).card : ℂ) + 1 = s.card := by exact_mod_cast h1
    have h2' : ((s.erase k).card : ℂ) + (s.erase k)ᶜ.card = M := by exact_mod_cast h2
    have h3 : ∀ l ∈ (s.erase k)ᶜ, f (insert l (s.erase k)).card = f s.card := by
      intro l hl
      rw [Finset.card_insert_of_notMem (Finset.mem_compl.mp hl), h1]
    unfold lower
    rw [Finset.sum_congr rfl h3, Finset.sum_const, nsmul_eq_mul]
    linear_combination f s.card * (h2' - h1')
  unfold raise
  rw [Finset.sum_congr rfl hl, Finset.sum_const, nsmul_eq_mul]
  ring

/-- If the amplitudes depend only on the number `n` of pairs, the energy is `-G` times the
sum of `n (M - n + 1)` weighted with the squared amplitudes. -/
theorem energy_symmetric (G : ℝ) (f : ℕ → ℂ) :
    energy G (fun s : Finset (Fin M) => f s.card)
      = -G * ∑ s : Finset (Fin M), (s.card : ℝ) * (M - s.card + 1) * ‖f s.card‖ ^ 2 := by
  simp only [energy, braket, hamiltonian, raise_lower_symmetric f]
  rw [Complex.re_sum, Finset.mul_sum]
  refine Finset.sum_congr rfl fun s _ => ?_
  have h : conj (f s.card) * (-(G : ℂ) * (s.card * (M - s.card + 1) * f s.card))
      = ((-G * ((s.card : ℝ) * (M - s.card + 1) * ‖f s.card‖ ^ 2) : ℝ) : ℂ) := by
    push_cast
    linear_combination (-(G : ℂ) * (s.card * (M - s.card + 1))) * Complex.conj_mul' (f s.card)
  exact (congrArg Complex.re h).trans (Complex.ofReal_re _)

/-- For `|u|² + |v|² = 1`, the BCS state has energy `-G (M |v|² + M (M - 1) |u|² |v|²)`. -/
theorem energy_bcs (G : ℝ) {u v : ℂ} (huv : ‖u‖ ^ 2 + ‖v‖ ^ 2 = 1) :
    energy G (bcs M u v) = -G * (M * ‖v‖ ^ 2 + M * (M - 1) * ‖u‖ ^ 2 * ‖v‖ ^ 2) := by
  have hu : ‖u‖ ^ 2 = 1 - ‖v‖ ^ 2 := by linarith
  have hb : bcs M u v = fun s => v ^ s.card * u ^ (M - s.card) := by
    funext s
    simp [bcs, Finset.card_compl]
  have hs := Finset.sum_powerset_apply_card
    (fun n : ℕ => (n : ℝ) * (M - n + 1) * ‖v ^ n * u ^ (M - n)‖ ^ 2)
    (Finset.univ : Finset (Fin M))
  rw [Finset.powerset_univ, Finset.card_univ, Fintype.card_fin] at hs
  -- first and second factorial moments of the binomial distribution
  have h1 := congrArg (Polynomial.eval (‖v‖ ^ 2)) (bernsteinPolynomial.sum_smul ℝ M)
  have h2 := congrArg (Polynomial.eval (‖v‖ ^ 2)) (bernsteinPolynomial.sum_mul_smul ℝ M)
  have hc : ∀ n : ℕ, ((n * (n - 1) : ℕ) : ℝ) = n * (n - 1) := by
    intro n
    cases n <;> simp
  simp only [Polynomial.eval_finset_sum, nsmul_eq_mul, Polynomial.eval_mul,
    Polynomial.eval_natCast, bernsteinPolynomial, Polynomial.eval_pow, Polynomial.eval_sub,
    Polynomial.eval_one, Polynomial.eval_X, hc] at h1 h2
  have ht : (M : ℝ) * ‖v‖ ^ 2 + M * (M - 1) * ‖u‖ ^ 2 * ‖v‖ ^ 2
      = M * (M * ‖v‖ ^ 2) - M * (M - 1) * (‖v‖ ^ 2) ^ 2 := by
    rw [hu]
    ring
  rw [hb]
  refine (energy_symmetric G (fun n => v ^ n * u ^ (M - n))).trans ?_
  congr 1
  refine hs.trans ?_
  rw [ht, ← h1, ← h2, Finset.mul_sum, ← Finset.sum_sub_distrib]
  refine Finset.sum_congr rfl fun j _ => ?_
  simp only [nsmul_eq_mul, norm_mul, norm_pow]
  rw [← hu]
  ring

end

end EnergyBcs
```

Lean reports:

```
Main.lean:76:13: error: Function expected at
  Finset.sum_powerset_apply_card fun n => ↑n * (↑M - ↑n + 1) * ‖v ^ n * u ^ (M - n)‖ ^ 2
but this term has type
  ∑ m ∈ Finset.powerset ?m.252, ↑m.card * (↑M - ↑m.card + 1) * ‖v ^ m.card * u ^ (M - m.card)‖ ^ 2 =
    ∑ m ∈ Finset.range (Finset.card ?m.252 + 1),
      (Finset.card ?m.252).choose m • (↑m * (↑M - ↑m + 1) * ‖v ^ m * u ^ (M - m)‖ ^ 2)

Note: Expected a function because this term is being applied to the argument
  (Finset.univ : Finset (Fin M))
Main.lean:71:83: error: unsolved goals
M : ℕ
G : ℝ
u v : ℂ
huv : ‖u‖ ^ 2 + ‖v‖ ^ 2 = 1
hu : ‖u‖ ^ 2 = 1 - ‖v‖ ^ 2
hb : bcs M u v = fun s => v ^ s.card * u ^ (M - s.card)
⊢ energy G (bcs M u v) = -G * (↑M * ‖v‖ ^ 2 + ↑M * (↑M - 1) * ‖u‖ ^ 2 * ‖v‖ ^ 2)
```

Diagnosis. The lemma `Finset.sum_powerset_apply_card` takes the function as an explicit argument, but the finset is implicit: it appears in the first message as `?m.252`. Once given the function, the lemma is already a proof of an equation, and Lean cannot apply that proof to the further argument `Finset.univ`. The second message is a consequence: the main goal is left open, in a context that has `hb` but not yet `hs`.

The repair drops the extra argument and states the left side of `hs` as a sum over the powerset of `Finset.univ`. Matching the lemma against this statement fixes the implicit finset, and the `_` on the right is filled in from the lemma.

The diff also replaces `Polynomial.eval_finset_sum` by `Polynomial.eval_finsetSum` in a later `simp only`. The messages say nothing about that step, so they do not show whether the old name would have failed.

Fix (accepted with no message):

```diff
@@ -74,7 +74,8 @@
     funext s
     simp [bcs, Finset.card_compl]
-  have hs := Finset.sum_powerset_apply_card
-    (fun n : ℕ => (n : ℝ) * (M - n + 1) * ‖v ^ n * u ^ (M - n)‖ ^ 2)
-    (Finset.univ : Finset (Fin M))
+  have hs : ∑ s ∈ (Finset.univ : Finset (Fin M)).powerset,
+      (s.card : ℝ) * (M - s.card + 1) * ‖v ^ s.card * u ^ (M - s.card)‖ ^ 2 = _ :=
+    Finset.sum_powerset_apply_card
+      (fun n : ℕ => (n : ℝ) * (M - n + 1) * ‖v ^ n * u ^ (M - n)‖ ^ 2)
   rw [Finset.powerset_univ, Finset.card_univ, Fintype.card_fin] at hs
   -- first and second factorial moments of the binomial distribution
@@ -84,5 +85,5 @@
     intro n
     cases n <;> simp
-  simp only [Polynomial.eval_finset_sum, nsmul_eq_mul, Polynomial.eval_mul,
+  simp only [Polynomial.eval_finsetSum, nsmul_eq_mul, Polynomial.eval_mul,
     Polynomial.eval_natCast, bernsteinPolynomial, Polynomial.eval_pow, Polynomial.eval_sub,
     Polynomial.eval_one, Polynomial.eval_X, hc] at h1 h2
```
